# In a non-interacting two-lead device with Hermitian Hamiltonian, transmission asymmetry comes only from artificial broadening

For a non-interacting device with two leads and a magnetic field or complex lead couplings, a transport code may return different transmissions from left to right and from right to left. The difference may be a programming error or the effect of the small imaginary part $i\eta$ added to the energy in the Green function, and a formula for it helps to tell the two apart.

Let $H$ be the Hermitian device Hamiltonian in a finite orthonormal orbital basis, and let $A$ and $B$ be the positive semidefinite broadening matrices of the two leads. At real energy $E$ and for $\eta>0$, define

$$M=E+i\eta-H+\tfrac{i}{2}(A+B),\qquad G=M^{-1}.$$

Let $T_{AB}=\operatorname{Tr}(AGBG^\dagger)$ be the transmission from lead $B$ to lead $A$, and $T_{BA}=\operatorname{Tr}(BGAG^\dagger)$ the transmission from $A$ to $B$. Then the inverse exists and

$$T_{AB}-T_{BA}=-2\eta\operatorname{Tr}\!\left[A(GG^\dagger-G^\dagger G)\right].$$

Hermiticity of $H$ means that the device itself conserves probability, and positivity of $A$ and $B$ means that the leads drain amplitude and never amplify it. The parameter $\eta$ adds uniform absorption on every orbital, like a third lead with broadening $2\eta$ whose current is not counted.

## Separating the effect of η from a coding error

In non-interacting Green-function transport with a finite orthonormal basis, a code that stores the whole matrix $G$ can evaluate both sides of the identity directly. A code that keeps only the block of $G$ between the leads must first compute the full rows and columns of $G$ for the orbitals on which $A$ acts. If they agree to within rounding, the observed asymmetry is accounted for by $\eta$. If they don't, possible causes are a non-Hermitian $H$, an inaccurate inverse, or broadenings in the traces that differ from those in $M$.

For a lead self-energy $\Sigma$, the broadening is $i(\Sigma-\Sigma^\dagger)$, and the Hermitian part of $\Sigma$ belongs in $H$.

## From probability loss to the trace formula

**Existence of $G$.** Suppose $Mv=0$ with $v\ne0$. Since $v^\dagger Hv$ is real, the imaginary part of $v^\dagger Mv=0$ is

$$0=\eta\,v^\dagger v+\tfrac12\left(v^\dagger Av+v^\dagger Bv\right).$$

The first term is positive and the others are nonnegative, which is a contradiction. A square matrix with trivial kernel is invertible.

**Two forms of the spectral function.** Let $W=2\eta+A+B$. Hermiticity gives $M-M^\dagger=iW$. Multiplying by $G$ on the left and $G^\dagger$ on the right, or the other way round, gives

$$G(iW)G^\dagger=G^\dagger-G=G^\dagger(iW)G,$$

and therefore

$$GWG^\dagger=i(G-G^\dagger)=G^\dagger WG.$$

**The trace with $A$.** Multiply the outer expressions by $A$, take the trace and expand $W$:

$$\begin{aligned}
&2\eta\operatorname{Tr}(AGG^\dagger)+\operatorname{Tr}(AGAG^\dagger)+\operatorname{Tr}(AGBG^\dagger)\\
&\quad=2\eta\operatorname{Tr}(AG^\dagger G)+\operatorname{Tr}(AG^\dagger AG)+\operatorname{Tr}(AG^\dagger BG).
\end{aligned}$$

By cyclicity, the two terms containing $A$ twice are equal, and the last trace is $T_{BA}$. Rearranging gives the identity.

**One and two orbitals.** With one orbital, $G$ is a number, so $GG^\dagger=G^\dagger G$ and the transmissions agree for every $\eta>0$. Two orbitals are enough for a difference. Take $E=0$, $\eta=1/2$ and

$$H=\begin{pmatrix}0&\tfrac12\\ \tfrac12&0\end{pmatrix},\quad
A=\begin{pmatrix}2&0\\0&0\end{pmatrix},\quad
B=\begin{pmatrix}1&i\\-i&1\end{pmatrix}.$$

Then

$$M=\begin{pmatrix}2i&-1\\0&i\end{pmatrix},\qquad
G=\begin{pmatrix}-\tfrac i2&-\tfrac12\\0&-i\end{pmatrix},$$

which gives $T_{AB}=0$ and $T_{BA}=1/2$. In $T_{AB}$, the two paths from $B$ to the first orbital cancel.

## The identity and the two-orbital device in Lean

```lean
import Mathlib

open scoped ComplexOrder Matrix
open Complex (I)

namespace TransmissionAsymmetry

noncomputable section

variable {n : Type*} [Fintype n] [DecidableEq n]

/-- The inverse Green function `E + iη - H + i(A + B)/2` of a device with Hamiltonian `H`,
lead broadenings `A` and `B`, and artificial broadening `η`. -/
def inverseGreen (E η : ℝ) (H A B : Matrix n n ℂ) : Matrix n n ℂ :=
  ((E : ℂ) + (η : ℂ) * I) • (1 : Matrix n n ℂ) - H + (I / 2) • (A + B)

/-- The matrix inverse of `inverseGreen`. It is the Green function of the device whenever
`inverseGreen` is invertible. -/
def green (E η : ℝ) (H A B : Matrix n n ℂ) : Matrix n n ℂ :=
  (inverseGreen E η H A B)⁻¹

/-- The total broadening `2η + A + B`: both leads and the artificial part. -/
def totalBroadening (η : ℝ) (A B : Matrix n n ℂ) : Matrix n n ℂ :=
  (2 * (η : ℂ)) • (1 : Matrix n n ℂ) + A + B

/-- The transmission trace `Tr(A G B Gᴴ)` between the leads `A` and `B`. -/
def transmission (A G B : Matrix n n ℂ) : ℂ :=
  Matrix.trace (A * G * B * Gᴴ)

/-- For Hermitian `H`, positive semidefinite lead broadenings and `η > 0`, the matrix
`E + iη - H + i(A + B)/2` is invertible at every real energy. -/
theorem isUnit_inverseGreen (E : ℝ) {η : ℝ} (hη : 0 < η) {H A B : Matrix n n ℂ}
    (hH : H.IsHermitian) (hA : A.PosSemidef) (hB : B.PosSemidef) :
    IsUnit (inverseGreen E η H A B) := by
  rw [Matrix.isUnit_iff_isUnit_det, isUnit_iff_ne_zero]
  intro hdet
  obtain ⟨v, hv, hMv⟩ := Matrix.exists_mulVec_eq_zero_iff.mpr hdet
  -- the expectation value of `H` is real
  have hHs : star v ⬝ᵥ H *ᵥ v = star (star v ⬝ᵥ H *ᵥ v) := by
    conv_lhs => rw [Matrix.star_dotProduct, Matrix.star_mulVec, hH.eq,
      ← Matrix.dotProduct_mulVec]
  have hHim : (star v ⬝ᵥ H *ᵥ v).im = 0 := by
    have h := congrArg Complex.im hHs
    rw [Complex.star_def, Complex.conj_im] at h
    linarith
  have ha := (Complex.le_def.mp (hA.dotProduct_mulVec_nonneg v)).1
  have hb := (Complex.le_def.mp (hB.dotProduct_mulVec_nonneg v)).1
  have hN : 0 < star v ⬝ᵥ v := by
    exact lt_of_le_of_ne (dotProduct_star_self_nonneg v)
      (fun h => hv (dotProduct_star_self_eq_zero.mp h.symm))
  obtain ⟨hNre, hNim⟩ := Complex.lt_def.mp hN
  -- the imaginary part of the expectation value of the inverse Green function
  have hq : star v ⬝ᵥ (inverseGreen E η H A B) *ᵥ v = 0 := by
    rw [hMv, dotProduct_zero]
  simp only [inverseGreen, Matrix.add_mulVec, Matrix.sub_mulVec, Matrix.smul_mulVec,
    Matrix.one_mulVec, dotProduct_add, dotProduct_sub, dotProduct_smul, smul_eq_mul] at hq
  have him := congrArg Complex.im hq
  simp only [Complex.add_im, Complex.sub_im, Complex.mul_im, Complex.add_re, Complex.mul_re,
    Complex.ofReal_re, Complex.ofReal_im, Complex.I_re, Complex.I_im, Complex.div_ofNat_re,
    Complex.div_ofNat_im, Complex.zero_im, hHim, ← hNim] at him
  simp only [Complex.zero_re] at ha hb hNre
  have hp := mul_pos hη hNre
  linarith

/-- If `H`, `A`, `B` are Hermitian and `G` is the inverse of `inverseGreen E η H A B`, then the
spectral function `i(G - Gᴴ)` equals the total broadening dressed by Green functions in either
order. -/
theorem spectral_function (E η : ℝ) {H A B G : Matrix n n ℂ}
    (hH : H.IsHermitian) (hA : A.IsHermitian) (hB : B.IsHermitian)
    (hG : inverseGreen E η H A B * G = 1) :
    G * totalBroadening η A B * Gᴴ = I • (G - Gᴴ) ∧
      Gᴴ * totalBroadening η A B * G = I • (G - Gᴴ) := by
  have h1 : star ((E : ℂ) + (η : ℂ) * I) = (E : ℂ) - (η : ℂ) * I := by
    apply Complex.ext <;> simp
  have h2 : star (I / 2) = -(I / 2) := by
    apply Complex.ext <;> simp
    norm_num
  -- `I` times the total broadening is the inverse Green function minus its conjugate transpose
  have hW : I • totalBroadening η A B
      = inverseGreen E η H A B - (inverseGreen E η H A B)ᴴ := by
    simp only [inverseGreen, totalBroadening, Matrix.conjTranspose_add,
      Matrix.conjTranspose_sub, Matrix.conjTranspose_smul, Matrix.conjTranspose_one,
      hH.eq, hA.eq, hB.eq, h1, h2]
    module
  have hG' : G * inverseGreen E η H A B = 1 := mul_eq_one_comm.mp hG
  have hGh : Gᴴ * (inverseGreen E η H A B)ᴴ = 1 := by
    rw [← Matrix.conjTranspose_mul, hG, Matrix.conjTranspose_one]
  have hGh' : (inverseGreen E η H A B)ᴴ * Gᴴ = 1 := mul_eq_one_comm.mp hGh
  have key : ∀ X : Matrix n n ℂ, I • X = Gᴴ - G → X = I • (G - Gᴴ) := by
    intro X h
    have hX : X = (-I) • (I • X) := by
      rw [smul_smul, neg_mul, Complex.I_mul_I, neg_neg, one_smul]
    rw [hX, h]
    module
  constructor
  · apply key
    rw [← smul_mul_assoc, ← mul_smul_comm, hW, mul_sub, sub_mul, hG', one_mul,
      mul_assoc, hGh', mul_one]
  · apply key
    rw [← smul_mul_assoc, ← mul_smul_comm, hW, mul_sub, sub_mul, hGh, one_mul,
      mul_assoc, hG, mul_one]

/-- For Hermitian `H`, `A`, `B` and any `η` at which the Green function `G` exists, the
transmission asymmetry is `-2η Tr(A(G Gᴴ - Gᴴ G))`. -/
theorem asymmetry_of_inverse (E η : ℝ) {H A B G : Matrix n n ℂ}
    (hH : H.IsHermitian) (hA : A.IsHermitian) (hB : B.IsHermitian)
    (hG : inverseGreen E η H A B * G = 1) :
    transmission A G B - transmission B G A
      = -2 * (η : ℂ) * Matrix.trace (A * (G * Gᴴ - Gᴴ * G)) := by
  obtain ⟨hl, hr⟩ := spectral_function E η hH hA hB hG
  have e := congrArg (fun X => Matrix.trace (A * X)) (hl.trans hr.symm)
  simp only [totalBroadening, mul_add, add_mul, mul_smul_comm, smul_mul_assoc, mul_one,
    Matrix.trace_add, Matrix.trace_smul, smul_eq_mul, ← mul_assoc] at e
  -- cyclicity removes the term with `A` twice and reorders the reverse transmission
  have c1 := Matrix.trace_mul_comm (A * Gᴴ) (A * G)
  have c2 := Matrix.trace_mul_comm (B * G) (A * Gᴴ)
  simp only [← mul_assoc] at c1 c2
  simp only [transmission, mul_sub, Matrix.trace_sub, ← mul_assoc]
  linear_combination e + c1 - c2

/-- For Hermitian `H`, positive semidefinite lead broadenings and `η > 0`, the Green function
exists and the transmission asymmetry is `-2η Tr(A(G Gᴴ - Gᴴ G))`. -/
theorem transmission_asymmetry (E : ℝ) {η : ℝ} (hη : 0 < η) {H A B : Matrix n n ℂ}
    (hH : H.IsHermitian) (hA : A.PosSemidef) (hB : B.PosSemidef) :
    inverseGreen E η H A B * green E η H A B = 1 ∧
      transmission A (green E η H A B) B - transmission B (green E η H A B) A
        = -2 * (η : ℂ) * Matrix.trace (A * (green E η H A B * (green E η H A B)ᴴ
            - (green E η H A B)ᴴ * green E η H A B)) := by
  have hG : inverseGreen E η H A B * green E η H A B = 1 :=
    Matrix.mul_nonsing_inv _
      ((Matrix.isUnit_iff_isUnit_det _).mp (isUnit_inverseGreen E hη hH hA hB))
  exact ⟨hG, asymmetry_of_inverse E η hH hA.isHermitian hB.isHermitian hG⟩

/-- Without artificial broadening, and for Hermitian `H`, `A`, `B`, the two transmissions
are equal whenever the Green function exists. -/
theorem transmission_symm_of_no_broadening (E : ℝ) {H A B G : Matrix n n ℂ}
    (hH : H.IsHermitian) (hA : A.IsHermitian) (hB : B.IsHermitian)
    (hG : inverseGreen E 0 H A B * G = 1) :
    transmission A G B = transmission B G A := by
  have h := asymmetry_of_inverse E 0 hH hA hB hG
  rw [Complex.ofReal_zero, mul_zero, zero_mul] at h
  exact sub_eq_zero.mp h

/-- If `H`, `A` and `B` are symmetric under transposition, the two transmissions are equal
at every `η` for which the Green function exists. -/
theorem transmission_symm_of_transpose (E η : ℝ) {H A B G : Matrix n n ℂ}
    (hH : Hᵀ = H) (hA : Aᵀ = A) (hB : Bᵀ = B)
    (hG : inverseGreen E η H A B * G = 1) :
    transmission A G B = transmission B G A := by
  have hM : (inverseGreen E η H A B)ᵀ = inverseGreen E η H A B := by
    simp only [inverseGreen, Matrix.transpose_add, Matrix.transpose_sub,
      Matrix.transpose_smul, Matrix.transpose_one, hH, hA, hB]
  -- the Green function inherits the symmetry
  have hGt : Gᵀ = G := by
    have h := congrArg Matrix.transpose hG
    rw [Matrix.transpose_mul, hM, Matrix.transpose_one] at h
    exact left_inv_eq_right_inv h hG
  have hGh : (Gᴴ)ᵀ = Gᴴ := by
    ext i j
    exact congrArg star (congrFun (congrFun hGt j) i)
  unfold transmission
  rw [← Matrix.trace_transpose (A * G * B * Gᴴ)]
  simp only [Matrix.transpose_mul, hGt, hGh, hA, hB]
  rw [Matrix.trace_mul_comm]
  simp only [mul_assoc]

/-- Two orbitals coupled by a real hopping `1/2`. -/
def pairH : Matrix (Fin 2) (Fin 2) ℂ := !![0, 1 / 2; 1 / 2, 0]

/-- A lead attached to the first orbital only. -/
def pairA : Matrix (Fin 2) (Fin 2) ℂ := !![2, 0; 0, 0]

/-- A lead attached to both orbitals with a relative phase of a quarter turn. -/
def pairB : Matrix (Fin 2) (Fin 2) ℂ := !![1, I; -I, 1]

/-- The Green function of the two-orbital device at `E = 0` and `η = 1/2`. -/
def pairG : Matrix (Fin 2) (Fin 2) ℂ := !![-I / 2, -1 / 2; 0, -I]

/-- The two-orbital device has a Hermitian Hamiltonian and positive semidefinite lead
broadenings, and at `E = 0`, `η = 1/2` its transmissions are `0` one way and `1/2` the other. -/
theorem asymmetry_witness :
    pairH.IsHermitian ∧ pairA.PosSemidef ∧ pairB.PosSemidef ∧
      inverseGreen 0 (1 / 2) pairH pairA pairB * pairG = 1 ∧
      transmission pairA pairG pairB = 0 ∧ transmission pairB pairG pairA = 1 / 2 := by
  have hGh : pairGᴴ = !![I / 2, 0; -1 / 2, I] := by
    ext i j
    fin_cases i <;> fin_cases j <;>
      simp [pairG, Matrix.conjTranspose_apply]
  refine ⟨?_, ?_, ?_, ?_, ?_, ?_⟩
  · ext i j
    fin_cases i <;> fin_cases j <;> simp [pairH]
  · have h : pairA = (!![1, 0; 1, 0] : Matrix (Fin 2) (Fin 2) ℂ)ᴴ * !![1, 0; 1, 0] := by
      ext i j
      fin_cases i <;> fin_cases j <;>
        simp [pairA, Matrix.mul_apply, Fin.sum_univ_succ]
      norm_num
    rw [h]
    exact Matrix.posSemidef_conjTranspose_mul_self _
  · have h : pairB = (!![1, I; 0, 0] : Matrix (Fin 2) (Fin 2) ℂ)ᴴ * !![1, I; 0, 0] := by
      ext i j
      fin_cases i <;> fin_cases j <;>
        simp [pairB, Matrix.mul_apply, Fin.sum_univ_succ]
    rw [h]
    exact Matrix.posSemidef_conjTranspose_mul_self _
  · have h : inverseGreen 0 (1 / 2) pairH pairA pairB = !![2 * I, -1; 0, I] := by
      ext i j
      fin_cases i <;> fin_cases j <;>
        simp [inverseGreen, pairH, pairA, pairB, Complex.ext_iff] <;> norm_num
    rw [h]
    ext i j
    fin_cases i <;> fin_cases j <;>
      simp [pairG, Matrix.mul_apply, Fin.sum_univ_succ, Complex.ext_iff] <;> norm_num
  · rw [transmission, hGh]
    simp only [pairA, pairB, pairG, Matrix.mul_fin_two, Matrix.trace_fin_two_of]
    linear_combination (1 / 2 : ℂ) * Complex.I_mul_I
  · rw [transmission, hGh]
    simp only [pairA, pairB, pairG, Matrix.mul_fin_two, Matrix.trace_fin_two_of]
    linear_combination (-1 / 2 : ℂ) * Complex.I_mul_I

end

end TransmissionAsymmetry
```

```lean
#print axioms TransmissionAsymmetry.transmission_asymmetry
#print axioms TransmissionAsymmetry.transmission_symm_of_no_broadening
#print axioms TransmissionAsymmetry.transmission_symm_of_transpose
```

```
'TransmissionAsymmetry.transmission_asymmetry' depends on axioms: [propext, Classical.choice, Quot.sound]
'TransmissionAsymmetry.transmission_symm_of_no_broadening' depends on axioms: [propext, Classical.choice, Quot.sound]
'TransmissionAsymmetry.transmission_symm_of_transpose' depends on axioms: [propext, Classical.choice, Quot.sound]
```

## Reading the theorems and their proofs

The finite type `n` labels the orbitals. `inverseGreen` is $M$, `green` is its matrix inverse, `totalBroadening` is $W$, and `transmission A G B` is $T_{AB}$. The superscript `ᴴ` denotes the conjugate transpose.

The main theorem, `transmission_asymmetry`, states two things for Hermitian `H`, positive semidefinite `A` and `B`, and `0 < η`: `inverseGreen` times `green` is the identity matrix, and the trace formula holds. The first part matters because Lean also assigns a value to the inverse of a singular matrix.

`isUnit_inverseGreen` carries out the existence argument. A zero determinant supplies the nonzero vector `v`, `hHim` says that the expectation value of `H` is real, and `linarith` finds the contradiction in the imaginary part. In `spectral_function`, `hW` is the equation $iW=M-M^\dagger$, and the two branches after `constructor` multiply it in the two orders.

`asymmetry_of_inverse` takes the trace with `A`. Its equations `c1` and `c2` are the two uses of cyclicity, and `linear_combination` does the rearrangement. This theorem needs only Hermitian `H`, `A` and `B` and a matrix `G` satisfying $MG=1$; positivity and $\eta>0$ serve to establish that such a `G` exists.

Two further theorems give conditions for equal transmissions:

- `transmission_symm_of_no_broadening` sets $\eta=0$ in the formula. It assumes that $G$ exists, which can fail when a bound state at energy $E$ is decoupled from both leads.
- `transmission_symm_of_transpose` applies at any real $\eta$ where $G$ exists, provided that $H$, $A$ and $B$ equal their transposes. Then $G$ does too, and transposing the trace exchanges the leads. Real symmetric matrices, as in a spinless model without a magnetic field written in real orbitals, are the usual example.

`asymmetry_witness` checks the two-orbital device entry by entry. It obtains positivity by writing each broadening as $C^\dagger C$.

## What agreement between the two sides tells a code

The identity holds for any matrices that meet the hypotheses, including a wrong Hamiltonian that happens to be Hermitian. Neither side contains $H$ or $E$ explicitly, so a $G$ computed from a different Hermitian matrix or at another real energy also passes. Agreement is a single scalar test of $G$ against $A$, $B$ and $\eta$, and says nothing about whether they describe the intended material.

The theorems concern complex matrices at a single energy, with exactly two leads and $\eta$ multiplying the identity matrix. A non-orthogonal basis with $\eta$ multiplying an overlap matrix, a third physical lead, or an interaction self-energy with its own anti-Hermitian part would change $W$ and hence the formula. The construction of $A$ and $B$ from semi-infinite leads and the rounding error of a numerical inverse are separate questions.
